# For commensurate crystals, the dual of the coincidence lattice is the sum of the two dual lattices

Lay one crystal layer on another so that the two share a smallest common supercell. A density with the period of that supercell may have a Fourier component at any reciprocal vector of the supercell. Suppose that it is expanded only in plane waves whose wavevectors are sums $G_1+G_2$, with one reciprocal vector from each layer. If some reciprocal vector of the supercell were not such a sum, part of the density could be lost without warning. For commensurate lattices, every reciprocal vector of the supercell is such a sum.

## Two lattices and their common points

Let the columns of the real invertible $n\times n$ matrices $A$ and $B$ be the basis vectors of two crystals, with lattices $A\mathbb Z^n$ and $B\mathbb Z^n$. The coincidence lattice is $A\mathbb Z^n\cap B\mathbb Z^n$. The dual $L^*$ of a lattice $L$ consists of all real vectors $y$ with $y\cdot x\in\mathbb Z$ for every $x\in L$; physical reciprocal vectors are $2\pi$ times these. If $B=AQ$ with $Q$ rational, then

$$(A\mathbb Z^n\cap B\mathbb Z^n)^*=(A\mathbb Z^n)^*+(B\mathbb Z^n)^*.$$

The rationality of $Q$ is commensurability: the crystals share translations in $n$ independent directions.

In Lean this is `dual_coincidence`. The index type `n` is finite, so the dimension is arbitrary. `lattice A` is the set of integer combinations of the columns of `A`, `dual` is defined with the Cartesian dot product, and `⊓` and `⊔` are the intersection and sum of subgroups. `intVec` and `realMat` regard integer vectors and rational matrices as real ones. Only `B` is assumed invertible, since $\det B=\det A\,\det Q$ then makes $A$ invertible too.

The theorem `integral_on_coincidence_iff` treats the case where the first crystal is $\mathbb Z^n$. Its `A` is the rational matrix called $Q$ above, now the basis of the second crystal. A real vector $y$ has integral dot product with every point of $\mathbb Z^n\cap A\mathbb Z^n$ if and only if $y$ lies in $\mathbb Z^n+(A^{-1})^T\mathbb Z^n$.

For a commensurate stack of two rigid, ideal layers, the result says that the in-plane reciprocal vectors of the smallest common supercell are exactly the sums $G_1+G_2$. Here $G_1$ and $G_2$ run over all reciprocal vectors of their layers. A short sum can need much longer terms, so a cutoff applied to each layer separately can lose it: for chains with periods $5$ and $7$, and without the factor $2\pi$, the shortest nonzero sum is $1/35=3/7-2/5$. That a real stack keeps the coincidence lattice as its translation lattice is a separate physical assumption, which relaxation into a larger cell would break.

## From common points to reciprocal vectors

**The dual of one lattice.** Since $y\cdot Am=(A^Ty)\cdot m$, this number is an integer for all $m\in\mathbb Z^n$ exactly when $A^Ty\in\mathbb Z^n$. Hence $(A\mathbb Z^n)^*=(A^{-1})^T\mathbb Z^n$, and likewise for $B$.

**The easy inclusion.** A vector in either dual has integral dot product with every common point. So do sums of such vectors.

**Integer equations for common points.** Let $N$ be the product of the denominators of the entries of $Q$. Then $P=NQ$ is an integer matrix. A common point $x=Au=Bm$ satisfies $u=Qm$, that is,

$$\varphi(u,m)=Nu-Pm=0,$$

and every integer solution gives a common point. Let $K$ be the group of solutions.

**Extending a functional.** Take $y$ in the dual of the coincidence lattice. Then $f(u,m)=y\cdot Au$ is an additive, integer-valued function on $K$. The image of $\varphi$ is a subgroup of $\mathbb Z^n$, so it has a basis. Choosing a preimage of each basis vector defines an additive map $s$ with $\varphi(s(v))=v$ on the image. For any integer pair $z=(u,m)$, put $r(z)=z-s(\varphi(z))$. Then $\varphi(r(z))=0$, and $r(z)=z$ if $z\in K$. So $F(z)=f(r(z))$ extends $f$ to all integer pairs. Its values on unit vectors give integer vectors $a,b$ with

$$F(u,m)=a\cdot u+b\cdot m.$$

**Identifying $y$.** For every $m\in\mathbb Z^n$ the pair $(Pm,Nm)$ lies in $K$, and its common point is $APm=NBm$. Therefore

$$y\cdot NBm=a\cdot Pm+b\cdot Nm.$$

The vector $(A^{-1})^Ta+(B^{-1})^Tb$ has the same dot product with this point, because $(A^{-1})^Ta\cdot APm=a\cdot Pm$ and $(B^{-1})^Tb\cdot BNm=b\cdot Nm$. The difference $d$ of the two vectors thus satisfies $d\cdot NBm=0$ for all $m$. Taking unit vectors for $m$ gives $N B^Td=0$, so $d=0$ and $y=(A^{-1})^Ta+(B^{-1})^Tb$.

## Two chains with periods 1 and √2

Two chains whose periods have an irrational ratio meet only at the origin, so every real number belongs to the dual of their intersection. The sum of their duals is countable, so the equality fails for every such ratio. For periods $1$ and $\sqrt2$, one number missing from the sum is $1/2$. The sum of their duals contains only numbers $a+b/\sqrt2$ with integers $a,b$. If $1/2$ were one of them, then $\sqrt2\,(1-2a)=2b$. Since $1-2a$ is odd, it is nonzero, and $\sqrt2$ would be rational. This is `incommensurate_chains`.

## The complete Lean development

```lean
import Mathlib

open Matrix

namespace CoincidenceDuality

noncomputable section

variable {n : Type*} [Fintype n] [DecidableEq n]

/-- An integer coordinate vector, regarded as a real vector. -/
def intVec : (n → ℤ) →+ (n → ℝ) where
  toFun m i := (m i : ℝ)
  map_zero' := by ext; simp
  map_add' := by intros; ext; simp

/-- A rational matrix, regarded as a real matrix. -/
def realMat (Q : Matrix n n ℚ) : Matrix n n ℝ := Q.map (fun q => (q : ℝ))

/-- The integer combinations of the columns of `A`. -/
def lattice (A : Matrix n n ℝ) : AddSubgroup (n → ℝ) where
  carrier := {x | ∃ m : n → ℤ, A *ᵥ intVec m = x}
  zero_mem' := ⟨0, by rw [map_zero, Matrix.mulVec_zero]⟩
  add_mem' := by
    rintro _ _ ⟨a, rfl⟩ ⟨b, rfl⟩
    exact ⟨a + b, by rw [map_add, Matrix.mulVec_add]⟩
  neg_mem' := by
    rintro _ ⟨a, rfl⟩
    exact ⟨-a, by rw [map_neg, Matrix.mulVec_neg]⟩

/-- The dual (reciprocal lattice without the factor 2π): all real vectors whose
dot product with every vector of `L` is an integer. -/
def dual (L : AddSubgroup (n → ℝ)) : AddSubgroup (n → ℝ) where
  carrier := {y | ∀ x ∈ L, ∃ k : ℤ, y ⬝ᵥ x = k}
  zero_mem' := fun x _ => ⟨0, by simp⟩
  add_mem' := by
    intro a b ha hb x hx
    obtain ⟨k, hk⟩ := ha x hx
    obtain ⟨l, hl⟩ := hb x hx
    exact ⟨k + l, by rw [add_dotProduct, hk, hl, Int.cast_add]⟩
  neg_mem' := by
    intro a ha x hx
    obtain ⟨k, hk⟩ := ha x hx
    exact ⟨-k, by rw [neg_dotProduct, hk, Int.cast_neg]⟩

omit [DecidableEq n] in
/-- The dot product of two integer vectors is an integer. -/
theorem intVec_dot (a b : n → ℤ) : intVec a ⬝ᵥ intVec b = ((a ⬝ᵥ b : ℤ) : ℝ) := by
  simp [dotProduct, intVec]

/-- The dot product with a unit coordinate vector reads off a component. -/
theorem dot_unit (v : n → ℝ) (i : n) : v ⬝ᵥ intVec (Pi.single i 1) = v i := by
  simp [dotProduct, intVec, Pi.single_apply]

/-- For an invertible basis, the dot product of a reciprocal vector and a direct
vector is the dot product of their coordinates. -/
theorem reciprocal_pairing {A : Matrix n n ℝ} (hA : IsUnit A.det) (v w : n → ℝ) :
    ((A⁻¹)ᵀ *ᵥ v) ⬝ᵥ (A *ᵥ w) = v ⬝ᵥ w := by
  rw [Matrix.dotProduct_mulVec, ← Matrix.mulVec_transpose, Matrix.mulVec_mulVec,
    ← Matrix.transpose_mul, Matrix.nonsing_inv_mul _ hA, Matrix.transpose_one,
    Matrix.one_mulVec]

/-- The dual of a lattice with invertible basis `A` is the lattice whose basis is
the inverse transpose of `A`. -/
theorem dual_lattice {A : Matrix n n ℝ} (hA : IsUnit A.det) :
    dual (lattice A) = lattice (A⁻¹)ᵀ := by
  ext y
  constructor
  · intro h
    have h' : ∀ i, ∃ k : ℤ, (Aᵀ *ᵥ y) i = k := by
      intro i
      obtain ⟨k, hk⟩ := h _ ⟨Pi.single i 1, rfl⟩
      exact ⟨k, by rw [← hk, Matrix.dotProduct_mulVec, dot_unit, Matrix.mulVec_transpose]⟩
    choose m hm using h'
    have e : intVec m = Aᵀ *ᵥ y := funext fun i => (hm i).symm
    refine ⟨m, ?_⟩
    rw [e, Matrix.mulVec_mulVec, ← Matrix.transpose_mul, Matrix.mul_nonsing_inv _ hA,
      Matrix.transpose_one, Matrix.one_mulVec]
  · rintro ⟨b, rfl⟩ _ ⟨m, rfl⟩
    exact ⟨b ⬝ᵥ m, by rw [reciprocal_pairing hA, intVec_dot]⟩

omit [DecidableEq n] in
/-- A rational matrix becomes an integer matrix after multiplication by a suitable
nonzero integer. -/
theorem clear_denominators (Q : Matrix n n ℚ) :
    ∃ N : ℤ, N ≠ 0 ∧ ∃ P : Matrix n n ℤ, ∀ i j, (N : ℚ) * Q i j = P i j := by
  have h : ∀ i j, ∃ k : ℤ,
      ((∏ p : n × n, (Q p.1 p.2).den : ℕ) : ℚ) * Q i j = k := by
    intro i j
    have hd : (Q i j).den ∣ ∏ p : n × n, (Q p.1 p.2).den :=
      Finset.dvd_prod_of_mem (fun p : n × n => (Q p.1 p.2).den) (Finset.mem_univ (i, j))
    obtain ⟨c, hc⟩ := hd
    refine ⟨(Q i j).num * c, ?_⟩
    rw [hc]
    push_cast
    linear_combination (c : ℚ) * Rat.mul_den_eq_num (Q i j)
  choose P hP using h
  exact ⟨((∏ p : n × n, (Q p.1 p.2).den : ℕ) : ℤ),
    Int.natCast_ne_zero.2 (Finset.prod_ne_zero_iff.2 fun p _ => (Q p.1 p.2).den_nz),
    P, fun i j => by rw [Int.cast_natCast]; exact hP i j⟩

omit [DecidableEq n] in
/-- An integer-valued linear functional on the solutions of a homogeneous system of
integer linear equations extends to all vectors. -/
theorem extend_functional {E : Type*} [AddCommGroup E] [hE : Module ℤ E]
    (φ : E →ₗ[ℤ] (n → ℤ)) (f : LinearMap.ker φ →ₗ[ℤ] ℤ) :
    ∃ F : E →ₗ[ℤ] ℤ, ∀ x : LinearMap.ker φ, F x = f x := by
  -- an additive group has only one integer-module structure
  obtain rfl : hE = AddCommGroup.toIntModule E := Subsingleton.elim _ _
  -- the image is free, so the map onto it has a section s
  obtain ⟨k, ⟨b⟩⟩ := Submodule.nonempty_basis_of_pid (Pi.basisFun ℤ n) (LinearMap.range φ)
  have : Module.Projective ℤ (LinearMap.range φ) := Module.Projective.of_basis b
  obtain ⟨s, hs⟩ := Module.projective_lifting_property φ.rangeRestrict LinearMap.id
    φ.surjective_rangeRestrict
  have hs' : ∀ y, φ (s y) = y := fun y => congrArg Subtype.val (LinearMap.congr_fun hs y)
  -- x ↦ x - s (φ x) projects onto the solutions
  let r :=
    ((LinearMap.id : E →ₗ[ℤ] E) - s ∘ₗ φ.rangeRestrict).codRestrict (LinearMap.ker φ) (fun x => by
      change φ (x - s (φ.rangeRestrict x)) = 0
      rw [map_sub, hs']
      exact sub_self _)
  let g : E →+ ℤ := f.toAddMonoidHom.comp r.toAddMonoidHom
  refine ⟨g.toIntLinearMap, fun x => ?_⟩
  have h0 : φ.rangeRestrict (x : E) = 0 := Subtype.ext (LinearMap.mem_ker.1 x.2)
  have hx : r x = x := by
    apply Subtype.ext
    change (x : E) - s (φ.rangeRestrict x) = x
    rw [h0, map_zero, sub_zero]
  change f (r x) = f x
  rw [hx]

/-- Coincidence duality: if `B` is invertible and `B = A Q` with `Q` rational, the dual
of the coincidence lattice of `A` and `B` is the sum of their dual lattices. -/
theorem dual_coincidence {A B : Matrix n n ℝ} (Q : Matrix n n ℚ) (hB : IsUnit B.det)
    (hAB : B = A * realMat Q) :
    dual (lattice A ⊓ lattice B) = dual (lattice A) ⊔ dual (lattice B) := by
  have hA : IsUnit A.det := by
    rw [hAB, Matrix.det_mul] at hB
    exact isUnit_of_mul_isUnit_left hB
  apply le_antisymm
  · intro y hy
    obtain ⟨N, hN, P, hP⟩ := clear_denominators Q
    have hNr : (N : ℝ) ≠ 0 := Int.cast_ne_zero.2 hN
    have hP' : ∀ i j, (N : ℝ) * (Q i j : ℝ) = P i j := fun i j => by exact_mod_cast hP i j
    have hs : ∀ (k : ℤ) (u : n → ℤ), intVec (k • u) = (k : ℝ) • intVec u := by
      intro k u
      ext i
      simp [intVec]
    have hPm : ∀ m, intVec (P *ᵥ m) = (N : ℝ) • (realMat Q *ᵥ intVec m) := by
      intro m
      ext i
      have e : ((∑ j, P i j * m j : ℤ) : ℝ) = (N : ℝ) * ∑ j, (Q i j : ℝ) * (m j : ℝ) := by
        rw [Finset.mul_sum]
        push_cast
        exact Finset.sum_congr rfl fun j _ => by rw [← hP' i j]; ring
      exact e
    have hPB : ∀ m, A *ᵥ intVec (P *ᵥ m) = (N : ℝ) • (B *ᵥ intVec m) := fun m => by
      rw [hPm, Matrix.mulVec_smul, Matrix.mulVec_mulVec, ← hAB]
    -- coincidence points are the integer solutions (u, m) of N u = P m
    let φ : ((n → ℤ) × (n → ℤ)) →ₗ[ℤ] (n → ℤ) :=
      N • LinearMap.fst ℤ _ _ - P.mulVecLin ∘ₗ LinearMap.snd ℤ _ _
    have hker : ∀ z ∈ LinearMap.ker φ, A *ᵥ intVec z.1 = B *ᵥ intVec z.2 := by
      intro z hz
      have h1 : N • z.1 = P *ᵥ z.2 := sub_eq_zero.1 hz
      have h2 : (N : ℝ) • (A *ᵥ intVec z.1) = (N : ℝ) • (B *ᵥ intVec z.2) := by
        rw [← hPB, ← h1, hs, Matrix.mulVec_smul]
      exact smul_right_injective _ hNr h2
    have hy' : ∀ z : LinearMap.ker φ, ∃ k : ℤ, y ⬝ᵥ (A *ᵥ intVec z.1.1) = k := fun z =>
      hy _ (AddSubgroup.mem_inf.2 ⟨⟨z.1.1, rfl⟩, ⟨z.1.2, (hker z.1 z.2).symm⟩⟩)
    choose c hc using hy'
    let f : LinearMap.ker φ →ₗ[ℤ] ℤ :=
      { toFun := c
        map_add' := fun a b => by
          have e : intVec (a + b).1.1 = intVec a.1.1 + intVec b.1.1 :=
            map_add intVec a.1.1 b.1.1
          have h : ((c (a + b) : ℤ) : ℝ) = ((c a + c b : ℤ) : ℝ) := by
            rw [Int.cast_add, ← hc, ← hc, ← hc, e, Matrix.mulVec_add, dotProduct_add]
          exact Int.cast_injective h
        map_smul' := fun k a => by
          have e : intVec (k • a).1.1 = (k : ℝ) • intVec a.1.1 := hs k a.1.1
          have h : ((c (k • a) : ℤ) : ℝ) = ((k * c a : ℤ) : ℝ) := by
            rw [Int.cast_mul, ← hc, ← hc, e, Matrix.mulVec_smul, dotProduct_smul, smul_eq_mul]
          exact Int.cast_injective h }
    obtain ⟨F, hF⟩ := extend_functional φ f
    -- the extended functional is (u, m) ↦ a·u + b·m with integer vectors a, b
    have hrep : ∀ G : (n → ℤ) →ₗ[ℤ] ℤ, ∃ a : n → ℤ, ∀ u, G u = a ⬝ᵥ u := fun G =>
      ⟨fun i => G (fun j => if i = j then 1 else 0), fun u => by
        rw [LinearMap.pi_apply_eq_sum_univ G u]
        exact Finset.sum_congr rfl fun i _ => mul_comm _ _⟩
    obtain ⟨a, ha⟩ := hrep (F ∘ₗ LinearMap.inl ℤ _ _)
    obtain ⟨b, hb⟩ := hrep (F ∘ₗ LinearMap.inr ℤ _ _)
    have hzero : ∀ m : n → ℤ, (y - (A⁻¹)ᵀ *ᵥ intVec a - (B⁻¹)ᵀ *ᵥ intVec b) ⬝ᵥ
        (B *ᵥ intVec (N • m)) = 0 := by
      intro m
      have hz : (P *ᵥ m, N • m) ∈ LinearMap.ker φ := by
        change N • (P *ᵥ m) - P *ᵥ (N • m) = 0
        rw [Matrix.mulVec_smul, sub_self]
      have hk : A *ᵥ intVec (P *ᵥ m) = B *ᵥ intVec (N • m) := hker _ hz
      have e : F (P *ᵥ m, N • m) = c ⟨_, hz⟩ := hF ⟨_, hz⟩
      have e' : (F ∘ₗ LinearMap.inl ℤ _ _) (P *ᵥ m) + (F ∘ₗ LinearMap.inr ℤ _ _) (N • m)
          = F (P *ᵥ m, N • m) := by
        change F (P *ᵥ m, 0) + F (0, N • m) = _
        rw [← map_add, Prod.mk_add_mk, add_zero, zero_add]
      have h1 : y ⬝ᵥ (A *ᵥ intVec (P *ᵥ m)) =
          intVec a ⬝ᵥ intVec (P *ᵥ m) + intVec b ⬝ᵥ intVec (N • m) := by
        rw [intVec_dot, intVec_dot, ← ha, ← hb, ← Int.cast_add, e', e]
        exact hc ⟨_, hz⟩
      have h2 := reciprocal_pairing hA (intVec a) (intVec (P *ᵥ m))
      have h3 := reciprocal_pairing hB (intVec b) (intVec (N • m))
      rw [hk] at h1 h2
      rw [sub_dotProduct, sub_dotProduct]
      linarith
    -- the vectors N B m span space, so the difference vanishes
    have hd : (y - (A⁻¹)ᵀ *ᵥ intVec a - (B⁻¹)ᵀ *ᵥ intVec b) ᵥ* B = 0 := by
      ext i
      have h := hzero (Pi.single i 1)
      rw [hs, Matrix.mulVec_smul, dotProduct_smul, Matrix.dotProduct_mulVec, dot_unit,
        smul_eq_mul] at h
      exact (mul_eq_zero.1 h).resolve_left hNr
    have h0 := congrArg (fun v => v ᵥ* B⁻¹) hd
    simp only [Matrix.vecMul_vecMul, Matrix.mul_nonsing_inv _ hB, Matrix.vecMul_one,
      Matrix.zero_vecMul] at h0
    rw [sub_sub, sub_eq_zero] at h0
    rw [dual_lattice hA, dual_lattice hB]
    exact AddSubgroup.mem_sup.2 ⟨_, ⟨a, rfl⟩, _, ⟨b, rfl⟩, h0.symm⟩
  · exact sup_le (fun y hy x hx => hy x (AddSubgroup.mem_inf.1 hx).1)
      (fun y hy x hx => hy x (AddSubgroup.mem_inf.1 hx).2)

/-- For a rational invertible `A`, a real vector `y` has integral dot product with every
vector common to `Zⁿ` and `A Zⁿ` if and only if `y` lies in `Zⁿ + (A⁻¹)ᵀ Zⁿ`. -/
theorem integral_on_coincidence_iff (A : Matrix n n ℚ) (hA : A.det ≠ 0) (y : n → ℝ) :
    (∀ x ∈ lattice 1 ⊓ lattice (realMat A), ∃ k : ℤ, y ⬝ᵥ x = k) ↔
      ∃ u w : n → ℤ, y = intVec u + ((realMat A)⁻¹)ᵀ *ᵥ intVec w := by
  have hdet : ((A.det : ℚ) : ℝ) = (realMat A).det := RingHom.map_det (Rat.castHom ℝ) A
  have hu : IsUnit (realMat A).det := by
    rw [← hdet]
    exact isUnit_iff_ne_zero.2 (Rat.cast_ne_zero.2 hA)
  have h1 : IsUnit (1 : Matrix n n ℝ).det := by simp
  have key := dual_coincidence A hu (one_mul (realMat A)).symm
  rw [dual_lattice h1, dual_lattice hu] at key
  change y ∈ dual (lattice 1 ⊓ lattice (realMat A)) ↔ _
  rw [key, AddSubgroup.mem_sup]
  constructor
  · rintro ⟨_, ⟨u, rfl⟩, _, ⟨w, rfl⟩, rfl⟩
    exact ⟨u, w, by simp⟩
  · rintro ⟨u, w, rfl⟩
    exact ⟨_, ⟨u, rfl⟩, _, ⟨w, rfl⟩, by simp⟩

/-- For two chains with periods 1 and √2, the dual of the coincidence lattice differs
from the sum of the dual lattices. -/
theorem incommensurate_chains :
    dual (lattice (1 : Matrix (Fin 1) (Fin 1) ℝ) ⊓ lattice !![Real.sqrt 2]) ≠
      dual (lattice 1) ⊔ dual (lattice !![Real.sqrt 2]) := by
  intro h
  -- the chains meet only at the origin, so 1/2 lies in the dual
  have hy : (fun _ => 1 / 2 : Fin 1 → ℝ) ∈
      dual (lattice (1 : Matrix (Fin 1) (Fin 1) ℝ) ⊓ lattice !![Real.sqrt 2]) := by
    rintro x ⟨⟨u, hu⟩, ⟨m, hm⟩⟩
    have h1 : (u 0 : ℝ) = x 0 := by
      rw [← hu, Matrix.one_mulVec]
      rfl
    have h2 : Real.sqrt 2 * (m 0 : ℝ) = x 0 := by
      rw [← hm]
      simp [intVec, Matrix.mulVec, dotProduct]
    have hm0 : (m 0 : ℝ) = 0 := by
      by_contra hne
      exact irrational_sqrt_two ⟨(u 0 : ℚ) / (m 0 : ℚ), by
        push_cast
        rw [div_eq_iff hne]
        exact h1.trans h2.symm⟩
    have hx : x 0 = 0 := by rw [← h2, hm0, mul_zero]
    exact ⟨0, by simp [dotProduct, hx]⟩
  rw [h] at hy
  obtain ⟨p, hp, q, hq, hpq⟩ := AddSubgroup.mem_sup.1 hy
  obtain ⟨a, ha⟩ := hp _ ⟨fun _ => 1, rfl⟩
  obtain ⟨b, hb⟩ := hq _ ⟨fun _ => 1, rfl⟩
  rw [Matrix.one_mulVec] at ha
  have ha' : p 0 = a := by simpa [intVec, dotProduct] using ha
  have hb' : q 0 * Real.sqrt 2 = b := by
    simpa [intVec, Matrix.mulVec, dotProduct] using hb
  have hs : p 0 + q 0 = 1 / 2 := congrFun hpq 0
  have hne : (1 - 2 * a : ℝ) ≠ 0 := by
    have hz : (1 - 2 * a : ℤ) ≠ 0 := by omega
    exact_mod_cast hz
  -- a decomposition of 1/2 would make √2 rational
  exact irrational_sqrt_two ⟨(2 * b : ℚ) / (1 - 2 * a : ℚ), by
    push_cast
    rw [div_eq_iff hne]
    linear_combination (-2) * hb' + 2 * Real.sqrt 2 * hs - 2 * Real.sqrt 2 * ha'⟩

end

end CoincidenceDuality
```

```lean
#print axioms CoincidenceDuality.dual_coincidence
-- 'CoincidenceDuality.dual_coincidence' depends on axioms: [propext, Classical.choice, Quot.sound]
#print axioms CoincidenceDuality.integral_on_coincidence_iff
-- 'CoincidenceDuality.integral_on_coincidence_iff' depends on axioms: [propext, Classical.choice, Quot.sound]
#print axioms CoincidenceDuality.incommensurate_chains
-- 'CoincidenceDuality.incommensurate_chains' depends on axioms: [propext, Classical.choice, Quot.sound]
```

## How the lemmas carry the derivation

`reciprocal_pairing` states that $(A^{-1})^Tv\cdot Aw=v\cdot w$. With `intVec_dot`, which makes the dot product of integer vectors an integer, it gives one direction of `dual_lattice`. For the other, `dot_unit` reads off the components of $A^Ty$, and `choose` collects the resulting integers into a vector.

`clear_denominators` supplies $N$ and $P$. `extend_functional` obtains a basis of the image from the theorem on submodules over a principal ideal domain, and the section $s$ from projectivity. The map `r` is the projection above.

In `dual_coincidence`, `le_antisymm` separates the two inclusions, and the last two lines settle the easy one. In the other, `hker` shows that solutions of the integer equations give common points, the only direction needed here. The integers $y\cdot Au$ are chosen as `c`; comparing them as real numbers proves that `f` is linear. `hrep` produces $a$ and $b$, `hzero` is the vanishing dot product with $NBm$, and `hd` removes $N$ by testing on unit vectors. Multiplication by $B^{-1}$ then gives $d=0$.

`integral_on_coincidence_iff` applies this theorem with the identity as first basis and rewrites both duals by `dual_lattice`. In `incommensurate_chains`, `linear_combination` checks the equation that would make $\sqrt2$ rational.
